# A repulsive closed-shell tight-binding dimer has one self-consistent charge, which can stay fractional as the hopping vanishes

If a charge equation has several solutions, the computed charge distribution in a molecule can depend on the starting guess, and its dissociation limit on the branch followed. For the closed-shell dimer below there is only one solution, but its limit can still be physically wrong.

## The charge equation and its limit

Two atoms, 0 and 1, each carry one orbital; the two orbitals are orthonormal. The level of atom 0 lies D below that of atom 1, and the hopping element is -t with t > 0. Two electrons fill the lowest orbital (c₀, c₁), where c₀² + c₁² = 1. Atom 0 then holds 2c₀² electrons and, counted from one electron per atom, has gained

q = 2c₀² - 1 = c₀² - c₁².

The charge shifts the levels by +Uq and -Uq, where U ≥ 0 is the rise of an atom's level per electron gained. For a Hubbard repulsion treated in closed-shell mean field, U is half the Hubbard parameter. The level gap, meaning the level of atom 1 minus that of atom 0, becomes g = D - 2Uq. Write X = c₀² - c₁², Y = 2c₀c₁ and r = √(g² + 4t²). Measured from the midpoint of the two levels, the orbital energy is -(gX + 2tY)/2. Since X² + Y² = 1,

(rX - g)² + (rY - 2t)² = 2r(r - gX - 2tY).

The left side is non-negative, so the energy is at least -r/2, with equality exactly when X = g/r and Y = 2t/r. The orbital with c₀² = (r + g)/(2r) and c₁ = t/(rc₀) attains this. Self-consistency therefore means

q = (D - 2Uq)/√((D - 2Uq)² + 4t²).

As a function of g, the quotient g/r has derivative 4t²/r³ > 0 and lies strictly between -1 and 1. Hence q minus the right-hand side is strictly increasing in q, negative at q = -1 and positive at q = 1. It has exactly one zero.

Now let D, U > 0 and m = min(1, D/(2U)). The equation reads qr = D - 2Uq. If q ≤ 0, the left side is at most 0 and the right side at least D, which is impossible. So q > 0, hence D - 2Uq > 0 and q < D/(2U); also q < 1. Squaring gives

(1 - q²)(D - 2Uq)² = 4t²q².

Because m - q ≤ 1 - q² and 2U(m - q) ≤ D - 2Uq, we get 4U²(m - q)³ ≤ 4t²q² ≤ 4t², that is,

(m - q)³ ≤ (t/U)².

So q → m as t → 0 from above. If D < 2U, the limit D/(2U) is a fraction, whereas isolated atoms carry whole numbers of electrons.

For D = 9, U = 5, t = 2 in a common energy unit, q = 3/5 gives g = 3, r = 5 and g/r = 3/5. Here m = 9/10, and (3/10)³ = 0.027 is below (2/5)² = 0.16.

Uniqueness fails if U may be any real number: for D = 0, U = -1, t = 3/5 the charges 0, 4/5 and -4/5 all solve the equation.

## The model in Lean

```lean
import Mathlib

open Matrix Filter Topology

namespace TightBindingDimer

noncomputable section
```

The matrix indices 0 and 1 are the atoms, and all parameters are real.

```lean
/-- Charge-dependent Hamiltonian of the dimer: level offset `D`, hopping `-t`, and on-site
shifts `U q` and `-U q` when atom 0 has gained `q` electrons from atom 1. -/
def hamiltonian (D U t q : ℝ) : Matrix (Fin 2) (Fin 2) ℝ :=
  !![-D / 2 + U * q, -t; -t, D / 2 - U * q]
```

Self-consistency is defined through the variational ground orbital, so the charge equation has to be derived. The linear shift Uq is assumed.

```lean
/-- The charge `q` is self-consistent if a normalised real orbital of least energy for the
Hamiltonian at `q`, filled with two electrons, has half population difference `q`. -/
def IsSelfConsistent (D U t q : ℝ) : Prop :=
  ∃ c : Fin 2 → ℝ, c 0 ^ 2 + c 1 ^ 2 = 1 ∧
    (∀ v : Fin 2 → ℝ, v 0 ^ 2 + v 1 ^ 2 = 1 →
      c ⬝ᵥ hamiltonian D U t q *ᵥ c ≤ v ⬝ᵥ hamiltonian D U t q *ᵥ v) ∧
    q = c 0 ^ 2 - c 1 ^ 2
```

The right-hand side of the charge equation gets a name, as a function of gap and hopping.

```lean
/-- The function `g / √(g² + 4t²)` of the level gap `g` and the hopping `t`, meant for
`g` and `t` not both zero. -/
def polarization (g t : ℝ) : ℝ := g / √(g ^ 2 + 4 * t ^ 2)
```

## From least energy to the charge equation

The first lemma is the energy formula in X and Y.

```lean
/-- The energy of an orbital `c` in terms of `c₀² - c₁²` and `2c₀c₁`. -/
theorem energy_eq (D U t q : ℝ) (c : Fin 2 → ℝ) :
    c ⬝ᵥ hamiltonian D U t q *ᵥ c =
      -((D - 2 * U * q) * (c 0 ^ 2 - c 1 ^ 2) + 2 * t * (2 * c 0 * c 1)) / 2 := by
  simp [hamiltonian, dotProduct, Matrix.mulVec, Fin.sum_univ_two]
  ring
```

The next constructs the bonding orbital; `a` is c₀, and `hb2` computes c₁².

```lean
/-- For `t > 0` there is a normalised orbital `v` with `v₀² - v₁² = g / r` and `2v₀v₁ = 2t / r`,
where `r = √(g² + 4t²)`. -/
theorem exists_bonding_orbital (g : ℝ) {t : ℝ} (ht : 0 < t) :
    ∃ v : Fin 2 → ℝ, v 0 ^ 2 + v 1 ^ 2 = 1 ∧
      √(g ^ 2 + 4 * t ^ 2) * (v 0 ^ 2 - v 1 ^ 2) = g ∧
      √(g ^ 2 + 4 * t ^ 2) * (2 * v 0 * v 1) = 2 * t := by
  have hr : 0 < √(g ^ 2 + 4 * t ^ 2) := Real.sqrt_pos.2 (by positivity)
  have hr2 : √(g ^ 2 + 4 * t ^ 2) ^ 2 = g ^ 2 + 4 * t ^ 2 := Real.sq_sqrt (by positivity)
  generalize √(g ^ 2 + 4 * t ^ 2) = r at hr hr2 ⊢
  have hg : 0 < r + g := by
    have h := abs_lt_of_sq_lt_sq (show g ^ 2 < r ^ 2 by nlinarith [pow_pos ht 2]) hr.le
    linarith [neg_abs_le g]
  have hpos : 0 < (r + g) / (2 * r) := div_pos hg (by positivity)
  obtain ⟨a, ha, ha2⟩ : ∃ a : ℝ, 0 < a ∧ a ^ 2 = (r + g) / (2 * r) :=
    ⟨_, Real.sqrt_pos.2 hpos, Real.sq_sqrt hpos.le⟩
  have hb2 : (t / (r * a)) ^ 2 = (r - g) / (2 * r) := by
    have h : r ^ 2 * ((r + g) / (2 * r)) = r * (r + g) / 2 := by field_simp
    have h' : r * (r + g) / 2 ≠ 0 := (div_pos (mul_pos hr hg) two_pos).ne'
    rw [div_pow, mul_pow, ha2, h, div_eq_div_iff h' (by positivity)]
    linear_combination (-(r / 2)) * hr2
  refine ⟨![a, t / (r * a)], ?_, ?_, ?_⟩
  · change a ^ 2 + (t / (r * a)) ^ 2 = 1
    rw [ha2, hb2]
    field_simp
    ring
  · change r * (a ^ 2 - (t / (r * a)) ^ 2) = g
    rw [ha2, hb2]
    field_simp
    ring
  · change r * (2 * a * (t / (r * a))) = 2 * t
    field_simp
```

In the equivalence, `key` is the sum-of-squares identity and `hopt` says that the bonding orbital attains the bound. Comparing any minimiser with that orbital forces the squares to vanish, which fixes its charge. Conversely, the bonding orbital is the required minimiser.

```lean
/-- For `t > 0`, self-consistency of the ground orbital is the scalar charge equation
`q = (D - 2Uq) / √((D - 2Uq)² + 4t²)`. -/
theorem isSelfConsistent_iff (D U q : ℝ) {t : ℝ} (ht : 0 < t) :
    IsSelfConsistent D U t q ↔ q = polarization (D - 2 * U * q) t := by
  unfold IsSelfConsistent polarization
  simp only [energy_eq]
  obtain ⟨v, hv, hX, hY⟩ := exists_bonding_orbital (D - 2 * U * q) ht
  generalize D - 2 * U * q = g at hX hY ⊢
  have hr : 0 < √(g ^ 2 + 4 * t ^ 2) := Real.sqrt_pos.2 (by positivity)
  have hr2 : √(g ^ 2 + 4 * t ^ 2) ^ 2 = g ^ 2 + 4 * t ^ 2 := Real.sq_sqrt (by positivity)
  generalize √(g ^ 2 + 4 * t ^ 2) = r at hr hr2 hX hY ⊢
  -- the squared distance of (rX, rY) from (g, 2t) is 4r times the excess energy
  have key : ∀ w : Fin 2 → ℝ, w 0 ^ 2 + w 1 ^ 2 = 1 →
      (r * (w 0 ^ 2 - w 1 ^ 2) - g) ^ 2 + (r * (2 * w 0 * w 1) - 2 * t) ^ 2 =
        2 * (r * (r - (g * (w 0 ^ 2 - w 1 ^ 2) + 2 * t * (2 * w 0 * w 1)))) := by
    intro w hw
    linear_combination r ^ 2 * (w 0 ^ 2 + w 1 ^ 2 + 1) * hw - hr2
  have hopt : g * (v 0 ^ 2 - v 1 ^ 2) + 2 * t * (2 * v 0 * v 1) = r := by
    linear_combination (-(v 0 ^ 2 - v 1 ^ 2)) * hX - (2 * v 0 * v 1) * hY
      + r * (v 0 ^ 2 + v 1 ^ 2 + 1) * hv
  constructor
  · rintro ⟨c, hc, hmin, hq⟩
    have h2 : 0 ≤ g * (c 0 ^ 2 - c 1 ^ 2) + 2 * t * (2 * c 0 * c 1) - r := by
      linarith [hmin v hv]
    have h3 : (r * (c 0 ^ 2 - c 1 ^ 2) - g) ^ 2 = 0 := by
      apply le_antisymm _ (sq_nonneg _)
      linarith [key c hc, mul_nonneg hr.le h2, sq_nonneg (r * (2 * c 0 * c 1) - 2 * t)]
    rw [eq_div_iff hr.ne', hq]
    linarith [pow_eq_zero_iff (two_ne_zero) |>.1 h3]
  · intro hq
    refine ⟨v, hv, fun w hw => ?_, ?_⟩
    · have h : 0 ≤ r * (r - (g * (w 0 ^ 2 - w 1 ^ 2) + 2 * t * (2 * w 0 * w 1))) := by
        linarith [key w hw, sq_nonneg (r * (w 0 ^ 2 - w 1 ^ 2) - g),
          sq_nonneg (r * (2 * w 0 * w 1) - 2 * t)]
      have h' := nonneg_of_mul_nonneg_right h hr
      linarith
    · rw [hq, div_eq_iff hr.ne']
      linarith
```

## Exactly one solution

The bound follows from g² < r².

```lean
/-- For `t > 0` the polarization lies strictly between `-1` and `1`. -/
theorem abs_polarization_lt_one (g : ℝ) {t : ℝ} (ht : 0 < t) : |polarization g t| < 1 := by
  have hr : 0 < √(g ^ 2 + 4 * t ^ 2) := Real.sqrt_pos.2 (by positivity)
  have hr2 : √(g ^ 2 + 4 * t ^ 2) ^ 2 = g ^ 2 + 4 * t ^ 2 := Real.sq_sqrt (by positivity)
  rw [polarization, abs_div, abs_of_pos hr, div_lt_one hr]
  exact abs_lt_of_sq_lt_sq (by nlinarith [pow_pos ht 2]) hr.le
```

Monotonicity is shown without derivatives, by cross-multiplying and factoring out y - x in `he`.

```lean
/-- For `t > 0` a larger level gap never lowers the polarization. -/
theorem polarization_mono {t x y : ℝ} (ht : 0 < t) (hxy : x ≤ y) :
    polarization x t ≤ polarization y t := by
  have ha : 0 < √(x ^ 2 + 4 * t ^ 2) := Real.sqrt_pos.2 (by positivity)
  have hb : 0 < √(y ^ 2 + 4 * t ^ 2) := Real.sqrt_pos.2 (by positivity)
  have ha2 : √(x ^ 2 + 4 * t ^ 2) ^ 2 = x ^ 2 + 4 * t ^ 2 := Real.sq_sqrt (by positivity)
  have hb2 : √(y ^ 2 + 4 * t ^ 2) ^ 2 = y ^ 2 + 4 * t ^ 2 := Real.sq_sqrt (by positivity)
  unfold polarization
  generalize √(x ^ 2 + 4 * t ^ 2) = a at ha ha2 ⊢
  generalize √(y ^ 2 + 4 * t ^ 2) = b at hb hb2 ⊢
  rw [div_le_div_iff₀ ha hb]
  have hx : |x| ≤ a := abs_le_of_sq_le_sq (by nlinarith [sq_nonneg t]) ha.le
  have hy : |y| ≤ b := abs_le_of_sq_le_sq (by nlinarith [sq_nonneg t]) hb.le
  have hp : x * y ≤ a * b := by
    calc x * y ≤ |x * y| := le_abs_self _
      _ = |x| * |y| := abs_mul x y
      _ ≤ a * b := mul_le_mul hx hy (abs_nonneg y) ha.le
  have hs : 0 ≤ a * (a + b) - x * (x + y) := by nlinarith [sq_nonneg t]
  have he : (a + b) * (y * a - x * b) = (y - x) * (a * (a + b) - x * (x + y)) := by
    linear_combination x * ha2 - x * hb2
  have hn : 0 ≤ (a + b) * (y * a - x * b) := by
    rw [he]
    exact mul_nonneg (sub_nonneg.2 hxy) hs
  linarith [nonneg_of_mul_nonneg_right hn (add_pos ha hb)]
```

The symbol `∃!` means "there is exactly one". Existence comes from the intermediate value theorem on [-1, 1]; `uniq`, applied in both directions, makes any two solutions equal. D may have either sign.

```lean
/-- For every real offset `D`, repulsion `U ≥ 0` and hopping `t > 0`, the dimer has exactly
one self-consistent charge. -/
theorem existsUnique_charge (D : ℝ) {U t : ℝ} (hU : 0 ≤ U) (ht : 0 < t) :
    ∃! q, IsSelfConsistent D U t q := by
  simp only [isSelfConsistent_iff D U _ ht]
  -- two solutions are ordered both ways, by monotonicity
  have uniq : ∀ a b : ℝ, a = polarization (D - 2 * U * a) t →
      b = polarization (D - 2 * U * b) t → a ≤ b := by
    intro a b ha hb
    by_contra h
    have hlt : b < a := not_le.1 h
    have hm := polarization_mono ht
      (show D - 2 * U * a ≤ D - 2 * U * b by nlinarith [mul_nonneg hU (sub_pos.2 hlt).le])
    linarith
  have hcont : Continuous (fun q : ℝ => q - polarization (D - 2 * U * q) t) := by
    unfold polarization
    exact continuous_id.sub (Continuous.div (by fun_prop) (by fun_prop)
      (fun q => (Real.sqrt_pos.2 (by positivity)).ne'))
  have h1 := abs_lt.1 (abs_polarization_lt_one (D - 2 * U * (-1)) ht)
  have h2 := abs_lt.1 (abs_polarization_lt_one (D - 2 * U * 1) ht)
  obtain ⟨q, -, hq⟩ := intermediate_value_Icc (show (-1 : ℝ) ≤ 1 by norm_num)
    hcont.continuousOn (show (0 : ℝ) ∈ Set.Icc _ _ from
      ⟨by linarith [h1.1], by linarith [h2.2]⟩)
  have hq' : q = polarization (D - 2 * U * q) t := sub_eq_zero.1 hq
  exact ⟨q, hq', fun p hp => le_antisymm (uniq p q hp hq') (uniq q p hq' hp)⟩
```

## Vanishing hopping

Here `e` is the squared equation, `b1` and `b2` are the two estimates for m - q, and `b3` multiplies the first by the square of the second.

```lean
/-- For `D, U, t > 0` the self-consistent charge is positive and lies below
`min(1, D/(2U))`, by an amount whose cube is at most `(t/U)²`. -/
theorem charge_bounds {D U t q : ℝ} (hD : 0 < D) (hU : 0 < U) (ht : 0 < t)
    (h : IsSelfConsistent D U t q) :
    0 < q ∧ q < min 1 (D / (2 * U)) ∧ (min 1 (D / (2 * U)) - q) ^ 3 ≤ (t / U) ^ 2 := by
  rw [isSelfConsistent_iff D U q ht] at h
  have hq1 : q < 1 := by
    have h1 := (abs_lt.1 (abs_polarization_lt_one (D - 2 * U * q) ht)).2
    linarith
  have hr : 0 < √((D - 2 * U * q) ^ 2 + 4 * t ^ 2) := Real.sqrt_pos.2 (by positivity)
  have hr2 : √((D - 2 * U * q) ^ 2 + 4 * t ^ 2) ^ 2 = (D - 2 * U * q) ^ 2 + 4 * t ^ 2 :=
    Real.sq_sqrt (by positivity)
  have hqr : q * √((D - 2 * U * q) ^ 2 + 4 * t ^ 2) = D - 2 * U * q :=
    (eq_div_iff hr.ne').1 h
  generalize √((D - 2 * U * q) ^ 2 + 4 * t ^ 2) = r at hr hr2 hqr
  have hq0 : 0 < q := by
    by_contra hn
    have hn' : 0 ≤ -q := neg_nonneg.2 (not_lt.1 hn)
    linarith [mul_nonneg hU.le hn', mul_nonneg hn' hr.le]
  have hqD : q < D / (2 * U) := by
    rw [lt_div_iff₀ (by positivity)]
    linarith [mul_pos hq0 hr]
  have hqm : q < min 1 (D / (2 * U)) := lt_min hq1 hqD
  refine ⟨hq0, hqm, ?_⟩
  have hm1 : min 1 (D / (2 * U)) ≤ 1 := min_le_left _ _
  have hm2 : min 1 (D / (2 * U)) * (2 * U) ≤ D :=
    (le_div_iff₀ (by positivity)).1 (min_le_right _ _)
  generalize min 1 (D / (2 * U)) = m at hqm hm1 hm2 ⊢
  have hd : 0 < m - q := sub_pos.2 hqm
  -- the charge equation without its square root
  have e : (1 - q ^ 2) * (D - 2 * U * q) ^ 2 = 4 * t ^ 2 * q ^ 2 := by
    linear_combination q ^ 2 * hr2 - (q * r + (D - 2 * U * q)) * hqr
  have b1 : m - q ≤ 1 - q ^ 2 := by nlinarith [mul_pos hq0 (sub_pos.2 hq1)]
  have b2 : 2 * U * (m - q) ≤ D - 2 * U * q := by linarith
  have b3 : (m - q) * (2 * U * (m - q)) ^ 2 ≤ (1 - q ^ 2) * (D - 2 * U * q) ^ 2 :=
    mul_le_mul b1 (pow_le_pow_left₀ (by positivity) b2 2) (by positivity) (by linarith)
  have b4 : 0 ≤ t ^ 2 * (1 - q ^ 2) := mul_nonneg (sq_nonneg t) (by linarith)
  rw [div_pow, le_div_iff₀ (by positivity)]
  linarith
```

In the limit theorem, `q` is a function of t that is self-consistent at every t > 0, and `𝓝[>] 0` means approach from above. The proof shows that, for each number below m, q exceeds it once t is small enough, by the cubic bound, and that q stays below m for every t > 0.

```lean
/-- For `D, U > 0` the self-consistent charge tends to `min(1, D/(2U))` as the hopping tends
to zero from above. -/
theorem tendsto_charge {D U : ℝ} (hD : 0 < D) (hU : 0 < U) {q : ℝ → ℝ}
    (hq : ∀ t, 0 < t → IsSelfConsistent D U t (q t)) :
    Tendsto q (𝓝[>] 0) (𝓝 (min 1 (D / (2 * U)))) := by
  rw [tendsto_order]
  constructor
  · intro a ha
    have hcont : Continuous (fun t : ℝ => (t / U) ^ 2) := by fun_prop
    have hlim : Tendsto (fun t : ℝ => (t / U) ^ 2) (𝓝[>] 0) (𝓝 ((0 / U) ^ 2)) :=
      (hcont.tendsto 0).mono_left nhdsWithin_le_nhds
    have hpos := pow_pos (sub_pos.2 ha) 3
    have hsmall := (tendsto_order.1 hlim).2 ((min 1 (D / (2 * U)) - a) ^ 3)
      (by rw [zero_div, zero_pow two_ne_zero]; exact hpos)
    filter_upwards [hsmall, self_mem_nhdsWithin] with t h1 h2
    by_contra h
    have h3 := pow_le_pow_left₀ (sub_pos.2 ha).le
      (sub_le_sub_left (not_lt.1 h) (min 1 (D / (2 * U)))) 3
    linarith [(charge_bounds hD hU h2 (hq t h2)).2.2]
  · intro a ha
    filter_upwards [self_mem_nhdsWithin] with t h2
    exact (charge_bounds hD hU h2 (hq t h2)).2.1.trans ha
```

For 0 < D < 2U the minimum is D/(2U).

```lean
/-- For `0 < D < 2U` the charge tends to `D/(2U)` as the hopping tends to zero from above,
and this limit lies strictly between 0 and 1. -/
theorem fractional_charge_at_separation {D U : ℝ} (hD : 0 < D) (hDU : D < 2 * U)
    {q : ℝ → ℝ} (hq : ∀ t, 0 < t → IsSelfConsistent D U t (q t)) :
    Tendsto q (𝓝[>] 0) (𝓝 (D / (2 * U))) ∧ 0 < D / (2 * U) ∧ D / (2 * U) < 1 := by
  have hU : 0 < U := by linarith
  have h1 : D / (2 * U) < 1 := (div_lt_one (by positivity)).2 hDU
  have h := tendsto_charge hD hU hq
  rw [min_eq_right h1.le] at h
  exact ⟨h, by positivity, h1⟩

end

end TightBindingDimer
```

```lean
#print axioms TightBindingDimer.existsUnique_charge
-- 'TightBindingDimer.existsUnique_charge' depends on axioms: [propext, Classical.choice, Quot.sound]
#print axioms TightBindingDimer.fractional_charge_at_separation
-- 'TightBindingDimer.fractional_charge_at_separation' depends on axioms: [propext, Classical.choice, Quot.sound]
```

Within this closed-shell, two-orbital mean-field model, a self-consistent tight-binding calculation can thus leave wrong charges on dissociated fragments. Separation enters only through t: D and U stay fixed, both atoms share the same U, and there is no Coulomb term between them. The theorems concern the solution itself, not the convergence of an iteration towards it.
